# Splitting a repulsion kernel into positive semidefinite ranges never loosens the Schwarz bound

Before a two-electron integral $(u|v)$ between orbital-pair densities $u$ and $v$ is evaluated over Gaussian functions, a screening step can compare the bound $Q_uQ_v$, with $Q_u=\sqrt{(u|u)}$, to a threshold $\tau$ and skip the integral if the bound lies below it. When the Coulomb kernel is separated with a range parameter $\omega>0$ as $1/r=\operatorname{erfc}(\omega r)/r+\operatorname{erf}(\omega r)/r$, each part has its own factors $S_u$ and $L_u$. Provided both parts are symmetric and positive semidefinite,

$$|(u|v)|\le S_uS_v+L_uL_v\le Q_uQ_v ,$$

so in exact arithmetic and for real densities the summed range bound discards every integral that the plain bound discards.

## Distributions, kernels and factors

The densities form a real vector space `V` of any dimension, finite or not. No Gaussians, coordinates or kernels appear explicitly.

```lean
import Mathlib

open Finset

namespace RangeSplitSchwarz

noncomputable section

variable {V : Type*} [AddCommGroup V] [Module ℝ V]
```

An integral is linear in each density, so a kernel enters only as a bilinear form $B$, with `B u v` standing for $B(u,v)$.

```lean
/-- An interaction between charge distributions: a real bilinear form `(u|v) = B u v`. -/
abbrev Interaction (V : Type*) [AddCommGroup V] [Module ℝ V] := V →ₗ[ℝ] V →ₗ[ℝ] ℝ
```

Two properties are assumed of each range: $B(u,v)=B(v,u)$, and $B(u,u)\ge 0$. The first reflects a kernel that depends only on the interelectronic distance. The second says that no real charge distribution, whatever its sign pattern, has negative self-energy. For the erf and erfc kernels one expects it from their non-negative Fourier transforms, but here it is a hypothesis. Nonzero $u$ with $B(u,u)=0$ are allowed.

```lean
/-- A repulsion-type interaction: symmetric, with non-negative self-interaction. -/
structure IsRepulsion (B : Interaction V) : Prop where
  symm : ∀ u v, B u v = B v u
  nonneg : ∀ u, 0 ≤ B u u
```

The Schwarz factor is $Q_B(u)=\sqrt{B(u,u)}$.

```lean
/-- The Schwarz factor of a distribution: the square root of its self-interaction. -/
def factor (B : Interaction V) (u : V) : ℝ := Real.sqrt (B u u)
```

Because the self-interaction is non-negative, $Q_B(u)^2=B(u,u)$.

```lean
/-- The square of the Schwarz factor of a repulsion-type interaction is the
self-interaction. -/
theorem factor_sq {B : Interaction V} (hB : IsRepulsion B) (u : V) :
    factor B u ^ 2 = B u u :=
  Real.sq_sqrt (hB.nonneg u)
```

## Cauchy–Schwarz in one range

For every real $t$, bilinearity and symmetry give

$$0\le B(tu+v,tu+v)=B(u,u)\,t^2+2B(u,v)\,t+B(v,v).$$

A polynomial $at^2+bt+c$ that is never negative has $b^2-4ac\le0$. This includes $a=0$, where a non-negative linear function forces $b=0$, and so the semidefinite case needs no division by $B(u,u)$. Hence $4B(u,v)^2\le4B(u,u)B(v,v)$, and taking roots,

$$|B(u,v)|\le Q_B(u)\,Q_B(v).$$

In the proof `hq` is the expansion, with `hB.symm v u` merging the two cross terms. `discrim_le_zero` supplies the discriminant inequality, `Real.sqrt_mul` joins the two roots into one, and `Real.abs_le_sqrt` reduces the goal to the squared inequality.

```lean
/-- Cauchy-Schwarz inequality for a symmetric positive semidefinite interaction: the
integral is bounded in magnitude by the product of the two Schwarz factors. -/
theorem schwarz {B : Interaction V} (hB : IsRepulsion B) (u v : V) :
    |B u v| ≤ factor B u * factor B v := by
  -- the self-interaction of `t u + v` is a non-negative quadratic in `t`
  have hq : ∀ t : ℝ, 0 ≤ B u u * (t * t) + 2 * B u v * t + B v v := by
    intro t
    have h := hB.nonneg (t • u + v)
    simp only [map_add, map_smul, LinearMap.add_apply, LinearMap.smul_apply,
      smul_eq_mul] at h
    rw [hB.symm v u] at h
    linarith
  -- so its discriminant is non-positive
  have hd := discrim_le_zero hq
  unfold discrim at hd
  unfold factor
  rw [← Real.sqrt_mul (hB.nonneg u)]
  apply Real.abs_le_sqrt
  nlinarith [hd]
```

## Any finite number of ranges

Let $B_k$, for $k$ in a finite set $s$, be the ranges, each symmetric and semidefinite. Write $Q_k$ for the factor of $B_k$ and $Q$ for the factor of the total $\sum_kB_k$. Self-interactions add, so it is the squares of the factors that add:

$$Q(u)^2=\sum_{k\in s}B_k(u,u)=\sum_{k\in s}Q_k(u)^2 .$$

The step `e` evaluates the sum of forms term by term, and `h0` is the non-negativity that lets the root be squared.

```lean
/-- The squared Schwarz factor of the total interaction is the sum of the squared Schwarz
factors of the ranges. -/
theorem factor_sum_sq {ι : Type*} (s : Finset ι) (B : ι → Interaction V)
    (hB : ∀ k ∈ s, IsRepulsion (B k)) (u : V) :
    factor (∑ k ∈ s, B k) u ^ 2 = ∑ k ∈ s, factor (B k) u ^ 2 := by
  have e : (∑ k ∈ s, B k) u u = ∑ k ∈ s, B k u u := by
    simp [LinearMap.sum_apply]
  have h0 : 0 ≤ ∑ k ∈ s, B k u u := sum_nonneg fun k hk => (hB k hk).nonneg u
  have hl : factor (∑ k ∈ s, B k) u ^ 2 = ∑ k ∈ s, B k u u := by
    unfold factor
    rw [e, Real.sq_sqrt h0]
  rw [hl]
  exact sum_congr rfl fun k hk => (factor_sq (hB k hk) u).symm
```

The triangle inequality followed by the one-range bound gives

$$\Big|\sum_kB_k(u,v)\Big|\le\sum_k|B_k(u,v)|\le\sum_kQ_k(u)Q_k(v).$$

The last sum is the dot product of the vectors $(Q_k(u))_k$ and $(Q_k(v))_k$, whose squared lengths are $Q(u)^2$ and $Q(v)^2$. The ordinary inequality for finite vectors then yields

$$\Big(\sum_kQ_k(u)Q_k(v)\Big)^2\le\sum_kQ_k(u)^2\sum_kQ_k(v)^2=\big(Q(u)Q(v)\big)^2,$$

and since $Q(u)Q(v)\ge0$ the squares can be removed. The first branch of the proof chains `abs_sum_le_sum_abs` with `schwarz`. The second uses `sum_mul_sq_le_sq_mul_sq`, rewrites with `factor_sum_sq` to obtain `h'`, and removes the squares with `abs_le_of_sq_le_sq`. For one range the two bounds coincide, and for an empty $s$ all three quantities are zero.

```lean
/-- For an interaction split into finitely many repulsion-type ranges, the integral is
bounded by the sum over ranges of products of Schwarz factors, and this sum is bounded by
the product of the total Schwarz factors. -/
theorem multi_range_bound {ι : Type*} (s : Finset ι) (B : ι → Interaction V)
    (hB : ∀ k ∈ s, IsRepulsion (B k)) (u v : V) :
    |(∑ k ∈ s, B k) u v| ≤ ∑ k ∈ s, factor (B k) u * factor (B k) v ∧
      ∑ k ∈ s, factor (B k) u * factor (B k) v
        ≤ factor (∑ k ∈ s, B k) u * factor (∑ k ∈ s, B k) v := by
  constructor
  · -- triangle inequality over the ranges, then Schwarz in each range
    have e : (∑ k ∈ s, B k) u v = ∑ k ∈ s, B k u v := by
      simp [LinearMap.sum_apply]
    rw [e]
    exact (abs_sum_le_sum_abs _ _).trans (sum_le_sum fun k hk => schwarz (hB k hk) u v)
  · -- Cauchy-Schwarz for the vectors of range factors
    have h := sum_mul_sq_le_sq_mul_sq s (fun k => factor (B k) u) (fun k => factor (B k) v)
    have h' : (∑ k ∈ s, factor (B k) u * factor (B k) v) ^ 2
        ≤ (factor (∑ k ∈ s, B k) u * factor (∑ k ∈ s, B k) v) ^ 2 := by
      rw [mul_pow, factor_sum_sq s B hB u, factor_sum_sq s B hB v]
      exact h
    exact (le_abs_self _).trans
      (abs_le_of_sq_le_sq h' (mul_nonneg (Real.sqrt_nonneg _) (Real.sqrt_nonneg _)))
```

## Short and long range

Let $(u|v)_S$ and $(u|v)_L$ be the two parts, `S` and `L` in Lean, so that $(u|v)=(u|v)_S+(u|v)_L$ is `(S + L) u v`. The factors $S_u$, $L_u$, $Q_u$ are `factor S u`, `factor L u` and `factor (S + L) u`. The split bound is $S_uS_v+L_uL_v$.

```lean
/-- The range-split Schwarz bound `S_u S_v + L_u L_v` for short-range part `S` and
long-range part `L`. -/
def splitBound (S L : Interaction V) (u v : V) : ℝ :=
  factor S u * factor S v + factor L u * factor L v
```

The plain bound is $Q_uQ_v$.

```lean
/-- The plain Schwarz bound `Q_u Q_v` of the total interaction `S + L`. -/
def plainBound (S L : Interaction V) (u v : V) : ℝ :=
  factor (S + L) u * factor (S + L) v
```

The two-range theorem states both inequalities for all $u,v$, given `IsRepulsion` for each part separately. It is the general result with the index set `Bool`, where `true` labels `S` and `false` labels `L`. The names short and long carry no mathematical content: nothing in the statement refers to distance, and no decay of $S_uS_v$ with the separation of $u$ from $v$ is claimed, each factor depending on one density only.

```lean
/-- For repulsion-type short- and long-range parts,
`|(u|v)| ≤ S_u S_v + L_u L_v ≤ Q_u Q_v`. -/
theorem range_split_bound {S L : Interaction V} (hS : IsRepulsion S) (hL : IsRepulsion L)
    (u v : V) :
    |(S + L) u v| ≤ splitBound S L u v ∧ splitBound S L u v ≤ plainBound S L u v := by
  have h := multi_range_bound (univ : Finset Bool) (fun b => cond b S L)
    (by
      intro b _
      cases b
      · exact hL
      · exact hS) u v
  simp only [Fintype.sum_bool, cond_true, cond_false] at h
  exact h
```

Semidefiniteness of the total does not replace semidefiniteness of the parts. On $V=\mathbb R$ take $(u|v)_S=2uv$ and $(u|v)_L=-uv$, so the total $uv$ is positive. For $u=v=1$ one has $Q_uQ_v=1$ and $S_uS_v=2$, while $L_u$ is the root of $-1$, which `Real.sqrt` sets to $0$. The split bound $2$ exceeds the plain bound $1$. Without symmetry the first inequality can fail: on $\mathbb R^2$, $(u|v)_S=u_1v_2-u_2v_1$ with $(u|v)_L=0$ has all factors zero, yet $(u|v)=1$ for $u=(1,0)$, $v=(0,1)$. These two examples and the threshold example below are plain arithmetic added for orientation and were not put through Lean.

## The size of the gain

Throughout this section both parts are again symmetric and positive semidefinite, so that $Q_w^2=S_w^2+L_w^2$ for every density $w$. Inserting this for $w=u$ and $w=v$ gives

$$(S_u^2+L_u^2)(S_v^2+L_v^2)-(S_uS_v+L_uL_v)^2=S_u^2L_v^2+L_u^2S_v^2-2S_uS_vL_uL_v .$$

The right side is a perfect square, so

$$(Q_uQ_v)^2-(S_uS_v+L_uL_v)^2=(S_uL_v-L_uS_v)^2 .$$

The fact about $Q_w^2$ is proved again for two ranges as `hQ`, and `ring` does the expansion.

```lean
/-- The squares of the plain and the split bound differ by `(S_u L_v - L_u S_v)²`. -/
theorem bound_gap {S L : Interaction V} (hS : IsRepulsion S) (hL : IsRepulsion L)
    (u v : V) :
    plainBound S L u v ^ 2 - splitBound S L u v ^ 2
      = (factor S u * factor L v - factor L u * factor S v) ^ 2 := by
  -- Q² = S² + L² for every distribution
  have hQ : ∀ w, factor (S + L) w ^ 2 = factor S w ^ 2 + factor L w ^ 2 := by
    intro w
    rw [factor_sq hS, factor_sq hL]
    exact Real.sq_sqrt (add_nonneg (hS.nonneg w) (hL.nonneg w))
  unfold plainBound splitBound
  rw [mul_pow, hQ u, hQ v]
  ring
```

Both bounds are non-negative, so they are equal exactly when their squares are, which by the identity means $S_uL_v=L_uS_v$. The plane vectors $(S_u,L_u)$ and $(S_v,L_v)$ are then parallel or one of them vanishes; where the ratios exist, the two densities have the same ratio of short- to long-range factor. Splitting gains nothing for such a pair, in particular for $u=v$. The forward direction sets the left side of `hg` to zero and concludes that the base of the square vanishes. The converse sets the right side to zero and passes from squares to values with `sq_eq_sq₀`.

```lean
/-- The split bound equals the plain bound exactly when `S_u L_v = L_u S_v`. -/
theorem split_eq_plain_iff {S L : Interaction V} (hS : IsRepulsion S) (hL : IsRepulsion L)
    (u v : V) :
    splitBound S L u v = plainBound S L u v ↔
      factor S u * factor L v = factor L u * factor S v := by
  have hg := bound_gap hS hL u v
  obtain ⟨h1, h2⟩ := range_split_bound hS hL u v
  have h0 : 0 ≤ splitBound S L u v := (abs_nonneg _).trans h1
  constructor
  · intro h
    rw [h, sub_self] at hg
    exact sub_eq_zero.mp ((pow_eq_zero_iff two_ne_zero).mp hg.symm)
  · intro h
    rw [h] at hg
    apply (sq_eq_sq₀ h0 (h0.trans h2)).mp
    nlinarith [hg]
```

## Screening against a threshold

For symmetric and positive semidefinite parts and any real $\tau$, transitivity gives two implications:

$$Q_uQ_v<\tau\ \Rightarrow\ S_uS_v+L_uL_v<\tau\ \Rightarrow\ |(u|v)|<\tau .$$

The first says that the split test skips at least the integrals the plain test skips, the second that a skipped integral is smaller than $\tau$ in magnitude. The statement concerns a single integral, and says nothing on accumulated error in an energy or on weighting by density-matrix elements.

```lean
/-- If the plain bound is below a threshold `τ` so is the split bound, and if the split
bound is below `τ` so is the magnitude of the integral. -/
theorem screening {S L : Interaction V} (hS : IsRepulsion S) (hL : IsRepulsion L)
    (u v : V) (τ : ℝ) :
    (plainBound S L u v < τ → splitBound S L u v < τ) ∧
      (splitBound S L u v < τ → |(S + L) u v| < τ) :=
  ⟨fun h => (range_split_bound hS hL u v).2.trans_lt h,
    fun h => (range_split_bound hS hL u v).1.trans_lt h⟩
```

The quantity compared with $\tau$ is the sum of the two products. Testing $S_uS_v<\tau$ and $L_uL_v<\tau$ one at a time and then dropping the whole integral is a slip that bounds $|(u|v)|$ only by $2\tau$. In the plane model that follows, $u=v=(1,1)$ has both products equal to $1$ and $(u|v)=2$, so $\tau=1.5$ passes both separate tests while the integral exceeds it.

## A case of strict improvement

On $V=\mathbb R^2$, with components $u_1,u_2$ written `u.1` and `u.2`, let $(u|v)_S=u_1v_1$.

```lean
/-- Model short-range interaction on the plane, coupling the first components. -/
def modelShort : Interaction (ℝ × ℝ) :=
  (LinearMap.mul ℝ ℝ).compl₁₂ (LinearMap.fst ℝ ℝ ℝ) (LinearMap.fst ℝ ℝ ℝ)
```

Let $(u|v)_L=u_2v_2$, so that the total is the Euclidean dot product.

```lean
/-- Model long-range interaction on the plane, coupling the second components. -/
def modelLong : Interaction (ℝ × ℝ) :=
  (LinearMap.mul ℝ ℝ).compl₁₂ (LinearMap.snd ℝ ℝ ℝ) (LinearMap.snd ℝ ℝ ℝ)
```

Both forms are symmetric because multiplication commutes, and their self-interactions are the squares $u_1^2$ and $u_2^2$. For $u=(1,0)$ and $v=(0,1)$ the factors are $S_u=1$, $L_u=0$, $S_v=0$, $L_v=1$ and $Q_u=Q_v=1$. The split bound is $1\cdot0+0\cdot1=0$ and the plain bound is $1$. The model is a two-dimensional caricature in which one density interacts only through `modelShort` and the other only through `modelLong`. It shows that the second inequality can be strict, and it does not indicate the size of the gain for the erf and erfc kernels. Their Fourier transforms are positive at every nonzero wavevector, so a nonzero density built from Gaussians has both factors positive.

```lean
/-- Both model interactions are of repulsion type, and for the distributions `(1,0)` and
`(0,1)` the split bound is 0 while the plain bound is 1. -/
theorem range_split_witness :
    IsRepulsion modelShort ∧ IsRepulsion modelLong ∧
      splitBound modelShort modelLong (1, 0) (0, 1) = 0 ∧
      plainBound modelShort modelLong (1, 0) (0, 1) = 1 := by
  have hs : ∀ u v : ℝ × ℝ, modelShort u v = u.1 * v.1 := fun _ _ => rfl
  have hl : ∀ u v : ℝ × ℝ, modelLong u v = u.2 * v.2 := fun _ _ => rfl
  refine ⟨⟨fun u v => ?_, fun u => ?_⟩, ⟨fun u v => ?_, fun u => ?_⟩, ?_, ?_⟩
  · rw [hs, hs, mul_comm]
  · rw [hs]
    exact mul_self_nonneg _
  · rw [hl, hl, mul_comm]
  · rw [hl]
    exact mul_self_nonneg _
  · simp [splitBound, factor, hs, hl]
  · simp [plainBound, factor, LinearMap.add_apply, hs, hl]

end

end RangeSplitSchwarz
```

```lean
#print axioms RangeSplitSchwarz.multi_range_bound
#print axioms RangeSplitSchwarz.split_eq_plain_iff
#print axioms RangeSplitSchwarz.screening
```

```
'RangeSplitSchwarz.multi_range_bound' depends on axioms: [propext, Classical.choice, Quot.sound]
'RangeSplitSchwarz.split_eq_plain_iff' depends on axioms: [propext, Classical.choice, Quot.sound]
'RangeSplitSchwarz.screening' depends on axioms: [propext, Classical.choice, Quot.sound]
```
